# For F2 > 0, a normalised p orbital with Cartesian coefficients c has the least Coulomb self-repulsion exactly when c · c = 0

Two electrons occupy the same p orbital, whose complex coefficients on `px, py, pz` form a normalised vector c, and their Coulomb repulsion is given by the Slater-Condon parameters F0 and F2. The theorem `minimal_iff_selfOverlap` states that, for F2 > 0, this repulsion is the smallest among all normalised p orbitals if and only if c · c = 0, where the product is taken without complex conjugation. The proof rests on the preceding formula for the repulsion, F0 + F2 (1 + 3 |c · c|²) / 25. To show that a minimiser must have c · c = 0, it compares c with a circular orbital in the xy plane, for which it has to check that the norm is one and the product is zero.

This version doesn't compile in Lean 4 with Mathlib:

```lean
import Mathlib

open ComplexConjugate

namespace MinimalIffSelfOverlap

noncomputable section

/-- The Kronecker delta on the three Cartesian directions. -/
def delta (i j : Fin 3) : ℝ := if i = j then 1 else 0

/-- The orbital with Cartesian coefficients `c` on `px, py, pz` has norm one. -/
def IsNormalized (c : Fin 3 → ℂ) : Prop := ∑ i, Complex.normSq (c i) = 1

/-- The product `c · c`, without complex conjugation. -/
def selfOverlap (c : Fin 3 → ℂ) : ℂ := ∑ i, c i * c i

/-- The two-electron integral `(ij|kl)` over Cartesian p orbitals, in terms of the
Slater-Condon parameters `F0` and `F2`. -/
def coulombIntegral (F0 F2 : ℝ) (i j k l : Fin 3) : ℝ :=
  F0 * (delta i j * delta k l) + 3 * F2 / 25 *
    (delta i k * delta j l + delta i l * delta j k - 2 / 3 * (delta i j * delta k l))

/-- The Coulomb repulsion of two electrons that both occupy the orbital `c`. -/
def selfRepulsion (F0 F2 : ℝ) (c : Fin 3 → ℂ) : ℂ :=
  ∑ i, ∑ j, ∑ k, ∑ l,
    conj (c i) * c j * (conj (c k) * c l) * (coulombIntegral F0 F2 i j k l : ℂ)

/-- The self-repulsion of a normalised p orbital is `F0 + F2 (1 + 3 |c · c|²) / 25`. -/
theorem selfRepulsion_eq (F0 F2 : ℝ) {c : Fin 3 → ℂ} (h : IsNormalized c) :
    selfRepulsion F0 F2 c =
      ((F0 + F2 * (1 + 3 * ‖selfOverlap c‖ ^ 2) / 25 : ℝ) : ℂ) := by
  -- contract the integrals, with the conjugate coefficients as an independent vector
  have key : ∀ d : Fin 3 → ℂ,
      ∑ i, ∑ j, ∑ k, ∑ l, d i * c j * (d k * c l) * (coulombIntegral F0 F2 i j k l : ℂ) =
        F0 * (d 0 * c 0 + d 1 * c 1 + d 2 * c 2) ^ 2 + 3 * F2 / 25 *
          ((d 0 * d 0 + d 1 * d 1 + d 2 * d 2) * (c 0 * c 0 + c 1 * c 1 + c 2 * c 2) +
            1 / 3 * (d 0 * c 0 + d 1 * c 1 + d 2 * c 2) ^ 2) := by
    intro d
    simp [coulombIntegral, delta, Fin.sum_univ_three]
    ring
  have hN : conj (c 0) * c 0 + conj (c 1) * c 1 + conj (c 2) * c 2 = 1 := by
    simp only [IsNormalized, Fin.sum_univ_three] at h
    simp only [← Complex.normSq_eq_conj_mul_self]
    exact_mod_cast h
  have hS : (conj (c 0) * conj (c 0) + conj (c 1) * conj (c 1) + conj (c 2) * conj (c 2)) *
      (c 0 * c 0 + c 1 * c 1 + c 2 * c 2) = ((‖selfOverlap c‖ ^ 2 : ℝ) : ℂ) := by
    rw [Complex.sq_norm, Complex.normSq_eq_conj_mul_self]
    simp only [selfOverlap, Fin.sum_univ_three, map_add, map_mul]
  have k := key (fun i => conj (c i))
  beta_reduce at k
  unfold selfRepulsion
  rw [k, hN, hS]
  push_cast
  ring

/-- For `F2 > 0` a normalised p orbital has the smallest self-repulsion among all normalised
p orbitals exactly when `c · c = 0`. -/
theorem minimal_iff_selfOverlap (F0 : ℝ) {F2 : ℝ} (hF : 0 < F2) {c : Fin 3 → ℂ}
    (h : IsNormalized c) :
    (∀ d, IsNormalized d → (selfRepulsion F0 F2 c).re ≤ (selfRepulsion F0 F2 d).re) ↔
      selfOverlap c = 0 := by
  constructor
  · intro H
    -- compare with a circular orbital in the xy plane
    have hd : IsNormalized ![⟨1 / 2, 1 / 2⟩, ⟨1 / 2, -1 / 2⟩, 0] := by
      norm_num [IsNormalized, Fin.sum_univ_three, Complex.normSq_apply]
    have hs : selfOverlap ![⟨1 / 2, 1 / 2⟩, ⟨1 / 2, -1 / 2⟩, 0] = 0 := by
      norm_num [selfOverlap, Fin.sum_univ_three, Complex.ext_iff]
    have H1 := H _ hd
    rw [selfRepulsion_eq F0 F2 hd, selfRepulsion_eq F0 F2 h, Complex.ofReal_re,
      Complex.ofReal_re, hs, norm_zero] at H1
    by_contra hne
    have hp : 0 < ‖selfOverlap c‖ ^ 2 := pow_pos (norm_pos_iff.2 hne) 2
    nlinarith [mul_pos hF hp]
  · intro hS d hd
    rw [selfRepulsion_eq F0 F2 hd, selfRepulsion_eq F0 F2 h, Complex.ofReal_re,
      Complex.ofReal_re, hS, norm_zero]
    nlinarith [mul_nonneg hF.le (sq_nonneg ‖selfOverlap d‖)]

end

end MinimalIffSelfOverlap
```

Compiling this gives:

```
Main.lean:66:68: error: unsolved goals
F0 F2 : ℝ
hF : 0 < F2
c : Fin 3 → ℂ
h : IsNormalized c
H : ∀ (d : Fin 3 → ℂ), IsNormalized d → (selfRepulsion F0 F2 c).re ≤ (selfRepulsion F0 F2 d).re
⊢ (![{ re := 1 / 2, im := 1 / 2 }, { re := 1 / 2, im := -(1 / 2) }, 0] 2).re *
        (![{ re := 1 / 2, im := 1 / 2 }, { re := 1 / 2, im := -(1 / 2) }, 0] 2).re +
      (![{ re := 1 / 2, im := 1 / 2 }, { re := 1 / 2, im := -(1 / 2) }, 0] 2).im *
        (![{ re := 1 / 2, im := 1 / 2 }, { re := 1 / 2, im := -(1 / 2) }, 0] 2).im =
    0
Main.lean:68:71: error: unsolved goals
F0 F2 : ℝ
hF : 0 < F2
c : Fin 3 → ℂ
h : IsNormalized c
H : ∀ (d : Fin 3 → ℂ), IsNormalized d → (selfRepulsion F0 F2 c).re ≤ (selfRepulsion F0 F2 d).re
hd : IsNormalized ![{ re := 1 / 2, im := 1 / 2 }, { re := 1 / 2, im := -1 / 2 }, 0]
⊢ (![{ re := 1 / 2, im := 1 / 2 }, { re := 1 / 2, im := -(1 / 2) }, 0] 2).re *
          (![{ re := 1 / 2, im := 1 / 2 }, { re := 1 / 2, im := -(1 / 2) }, 0] 2).re -
        (![{ re := 1 / 2, im := 1 / 2 }, { re := 1 / 2, im := -(1 / 2) }, 0] 2).im *
          (![{ re := 1 / 2, im := 1 / 2 }, { re := 1 / 2, im := -(1 / 2) }, 0] 2).im =
      0 ∧
    (![{ re := 1 / 2, im := 1 / 2 }, { re := 1 / 2, im := -(1 / 2) }, 0] 2).re *
          (![{ re := 1 / 2, im := 1 / 2 }, { re := 1 / 2, im := -(1 / 2) }, 0] 2).im +
        (![{ re := 1 / 2, im := 1 / 2 }, { re := 1 / 2, im := -(1 / 2) }, 0] 2).im *
          (![{ re := 1 / 2, im := 1 / 2 }, { re := 1 / 2, im := -(1 / 2) }, 0] 2).re =
      0
```

Fix (accepted with no message):

```diff
@@ -66,6 +66,8 @@
     have hd : IsNormalized ![⟨1 / 2, 1 / 2⟩, ⟨1 / 2, -1 / 2⟩, 0] := by
       norm_num [IsNormalized, Fin.sum_univ_three, Complex.normSq_apply]
+      simp
     have hs : selfOverlap ![⟨1 / 2, 1 / 2⟩, ⟨1 / 2, -1 / 2⟩, 0] = 0 := by
       norm_num [selfOverlap, Fin.sum_univ_three, Complex.ext_iff]
+      simp
     have H1 := H _ hd
     rw [selfRepulsion_eq F0 F2 hd, selfRepulsion_eq F0 F2 h, Complex.ofReal_re,
```

What went wrong. Both errors concern the circular orbital: the first arises in the proof that it is normalised (`hd`), the second in the proof that its product with itself vanishes (`hs`). In each case `norm_num` has dealt with entries 0 and 1 of the vector, but leaves entry 2 standing as `![…, …, 0] 2`. That entry is 0, so the remaining goals are true; they are just not evaluated.

The simp lemmas that `norm_num` uses cover entries 0 and 1 of a vector literal. Reading off entry 2 is the work of a simproc, `Matrix.cons_val`, which `simp` runs by default and `norm_num` does not. The `simp` added after each `norm_num` therefore replaces the entry by 0, and the products and sums that remain reduce to 0 as well, which closes both goals.
